# Kramers degeneracy for even-weight Pauli Hamiltonians on an odd number of qubits

When a trial state is scored by its overlap with a computed ground state, it helps to know whether the ground level is simple. If it is degenerate, the overlap with a single computed eigenvector can depend on which vector of the eigenspace the diagonaliser returns; the norm of the trial state's projection onto the whole eigenspace does not. For an odd number of spins one half, coupled only by real combinations of even-weight Pauli strings, no level is simple. This applies to finite clusters with exchange couplings and no magnetic field; orbital motion does not enter.

## Time reversal supplies a second eigenvector

Let $P=\sigma_0\otimes\cdots\otimes\sigma_{n-1}$ be a Pauli string, with each $\sigma_k$ one of $1,X,Y,Z$ and no phase in front. Its weight $w$ is the number of factors other than $1$. Let $U=Y^{\otimes n}$, so that $U^2=1$, and let a bar denote entrywise complex conjugation in the bit-string basis.

On one qubit $\bar X=X$, $\bar Y=-Y$ and $\bar Z=Z$, hence
$$Y\bar 1Y=1,\quad Y\bar XY=-X,\quad Y\bar YY=-Y,\quad Y\bar ZY=-Z.$$
Multiplying factor by factor gives $U\bar PU=(-1)^wP$.

Define time reversal by $\Theta v=U\bar v$. The rule for $P=U$, which has weight $n$, reads $U\bar UU=(-1)^nU$. Multiplying by $U$ on the right gives $U\bar U=(-1)^n$, so
$$\Theta^2v=U\,\overline{U\bar v}=U\bar Uv=(-1)^nv.$$

Let $H$ be a real combination of even-weight strings. It is Hermitian, because each string is. The rule gives $U\bar HU=H$, hence $U\bar H=HU$ and $\Theta Hv=U\bar H\bar v=HU\bar v=H\Theta v$.

Now let $Hv=\mu v$ with $v\neq0$. From $\mu\,v^\dagger v=v^\dagger Hv=(Hv)^\dagger v=\bar\mu\,v^\dagger v$, the energy $\mu$ is real. Therefore $H\Theta v=\Theta(\mu v)=\bar\mu\,\Theta v=\mu\,\Theta v$. If $\Theta v=av$ for some complex $a$, then $\Theta^2v=\bar a\,\Theta v=|a|^2v$. For odd $n$ this equals $-v$, so $|a|^2=-1$, which is impossible. Thus $v$ and $\Theta v$ are independent, and the eigenspace has dimension at least two.

## Strings and Hamiltonians as matrices over bit strings

In Lean 4 with Mathlib:

```lean
import Mathlib

open Matrix
open scoped ComplexOrder

namespace KramersQubits

noncomputable section
```

The label `Pauli.I` is the identity; the imaginary unit is `Complex.I`.

```lean
/-- Labels of the four one-qubit Pauli matrices, identity included. -/
inductive Pauli
  | I | X | Y | Z
  deriving DecidableEq

/-- The 2 × 2 matrix belonging to a Pauli label. -/
def Pauli.mat : Pauli → Matrix (Fin 2) (Fin 2) ℂ
  | .I => !![1, 0; 0, 1]
  | .X => !![0, 1; 1, 0]
  | .Y => !![0, -Complex.I; Complex.I, 0]
  | .Z => !![1, 0; 0, -1]
```

A basis state is a function `Fin n → Fin 2`, one bit per qubit. A matrix element of a Kronecker product is the product of the one-qubit elements.

```lean
/-- Operators on `n` qubits, as matrices in the basis of bit strings. -/
abbrev Op (n : ℕ) := Matrix (Fin n → Fin 2) (Fin n → Fin 2) ℂ

variable {n : ℕ}

/-- The Kronecker product of `n` one-qubit operators. -/
def tensor (A : Fin n → Matrix (Fin 2) (Fin 2) ℂ) : Op n :=
  Matrix.of fun i j => ∏ k, A k (i k) (j k)

/-- The Pauli string with the factor `s k` on qubit `k`. -/
def pauliString (s : Fin n → Pauli) : Op n := tensor fun k => (s k).mat

/-- The number of qubits on which a string differs from the identity. -/
def weight (s : Fin n → Pauli) : ℕ := (Finset.univ.filter fun k => s k ≠ .I).card
```

`yAll n` is $U$ and `timeReversal` is $\Theta$. On a vector, `star` conjugates each amplitude. The usual operator for spins one half has $iY$ in place of $Y$; the extra phase $i^n$ does not change $\Theta^2$.

```lean
/-- The `n`-fold Kronecker power of `Y`. -/
def yAll (n : ℕ) : Op n := pauliString fun _ => .Y

/-- Time reversal: complex conjugation of the amplitudes, then `Y` on every qubit. -/
def timeReversal (v : (Fin n → Fin 2) → ℂ) : (Fin n → Fin 2) → ℂ := yAll n *ᵥ star v
```

The admissible Hamiltonians form a span over `ℝ`, so coefficients are real. A field term such as $Z$ on one qubit has weight one and is excluded. That a given material or device is described by such an $H$, with no stray field, is a physical judgement left to the user.

```lean
/-- The real linear combinations of Pauli strings of even weight. -/
def evenHamiltonians (n : ℕ) : Submodule ℝ (Op n) :=
  Submodule.span ℝ {P | ∃ s, Even (weight s) ∧ P = pauliString s}
```

## The sign rule and the square of time reversal

The first lemma exchanges a sum over bit strings with a product over qubits. The second applies it to $Y^2=1$.

```lean
/-- Kronecker products are multiplied qubit by qubit. -/
theorem tensor_mul (A B : Fin n → Matrix (Fin 2) (Fin 2) ℂ) :
    tensor A * tensor B = tensor fun k => A k * B k := by
  ext i j
  simp only [tensor, Matrix.mul_apply, Matrix.of_apply, Finset.prod_univ_sum,
    Fintype.piFinset_univ, Finset.prod_mul_distrib]

/-- The Kronecker power of `Y` squares to the identity. -/
theorem yAll_sq : yAll n * yAll n = 1 := by
  have hY : Pauli.Y.mat * Pauli.Y.mat = 1 := by
    ext i j
    fin_cases i <;> fin_cases j <;> simp [Pauli.mat, Matrix.mul_apply, Fin.sum_univ_succ]
  simp only [yAll, pauliString, tensor_mul, hY]
  ext i j
  simp only [tensor, Matrix.of_apply]
  by_cases h : i = j
  · subst h
    simp
  · obtain ⟨k, hk⟩ := Function.ne_iff.mp h
    rw [Matrix.one_apply_ne h]
    exact Finset.prod_eq_zero (Finset.mem_univ k) (Matrix.one_apply_ne hk)
```

The one-qubit table is checked entry by entry. Here `.map star` is the entrywise conjugate, not the adjoint.

```lean
/-- On one qubit, conjugation followed by `Y · Y` keeps the identity and reverses
the sign of `X`, `Y` and `Z`. -/
theorem pauli_flip (p : Pauli) : Pauli.Y.mat * p.mat.map star * Pauli.Y.mat =
    (if p = .I then (1 : ℂ) else -1) • p.mat := by
  ext i j
  simp only [Matrix.mul_apply, Fin.sum_univ_two, Matrix.map_apply, Matrix.smul_apply]
  cases p <;> fin_cases i <;> fin_cases j <;> simp [Pauli.mat]
```

For a string, `hc` moves the conjugation into the factors, `pauli_flip` acts on each, and the last lines count the minus signs.

```lean
/-- With `U` the Kronecker power of `Y`, every Pauli string `P` obeys
`U conj(P) U = (-1)^weight P`. -/
theorem string_flip (s : Fin n → Pauli) :
    yAll n * (pauliString s).map star * yAll n = (-1 : ℂ) ^ weight s • pauliString s := by
  have hc : (pauliString s).map star = tensor fun k => (s k).mat.map star := by
    ext i j
    simp only [pauliString, tensor, Matrix.map_apply, Matrix.of_apply, star_prod]
  rw [hc]
  simp only [yAll, pauliString, tensor_mul, pauli_flip]
  -- collect one sign from each non-identity factor
  ext i j
  simp only [tensor, Matrix.of_apply, Matrix.smul_apply, smul_eq_mul, Finset.prod_mul_distrib]
  congr 1
  simp [weight, Finset.prod_ite]
```

With $\overline{Mv}=\bar M\bar v$, the rule for $U$ itself gives $\Theta^2$; `h2` is the identity $U\bar U=(-1)^n$.

```lean
/-- Conjugating `M v` conjugates both the matrix and the vector. -/
theorem conj_mulVec (M : Op n) (v : (Fin n → Fin 2) → ℂ) :
    star (M *ᵥ v) = M.map star *ᵥ star v := by
  ext i
  simp only [Pi.star_apply, Matrix.mulVec, dotProduct, Matrix.map_apply, star_sum, star_mul']

/-- Time reversal on `n` qubits squares to `(-1)^n`. -/
theorem timeReversal_sq (v : (Fin n → Fin 2) → ℂ) :
    timeReversal (timeReversal v) = (-1 : ℂ) ^ n • v := by
  have hw : weight (fun _ : Fin n => Pauli.Y) = n := by simp [weight]
  have h := string_flip (fun _ : Fin n => Pauli.Y)
  rw [hw] at h
  change yAll n * (yAll n).map star * yAll n = (-1 : ℂ) ^ n • yAll n at h
  have h2 : yAll n * (yAll n).map star = (-1 : ℂ) ^ n • (1 : Op n) := by
    calc yAll n * (yAll n).map star
        = yAll n * (yAll n).map star * yAll n * yAll n := by
          rw [mul_assoc _ (yAll n) (yAll n), yAll_sq, mul_one]
      _ = (-1 : ℂ) ^ n • (1 : Op n) := by rw [h, smul_mul_assoc, yAll_sq]
  unfold timeReversal
  rw [conj_mulVec, star_star, Matrix.mulVec_mulVec, h2, Matrix.smul_mulVec, Matrix.one_mulVec]
```

## From symmetry to degeneracy

Hermiticity and $U\bar H=HU$ are proved by induction over the span: for strings, zero, sums and real multiples.

```lean
/-- A real combination of even-weight Pauli strings is Hermitian and commutes with
time reversal. -/
theorem even_symmetry {H : Op n} (hH : H ∈ evenHamiltonians n) :
    H.IsHermitian ∧ ∀ v, timeReversal (H *ᵥ v) = H *ᵥ timeReversal v := by
  have hp : ∀ (p : Pauli) (a b : Fin 2), star (p.mat b a) = p.mat a b := by
    intro p a b
    cases p <;> fin_cases a <;> fin_cases b <;> simp [Pauli.mat]
  have key : Hᴴ = H ∧ yAll n * H.map star = H * yAll n := by
    refine Submodule.span_induction
      (p := fun M _ => Mᴴ = M ∧ yAll n * M.map star = M * yAll n) ?_ ?_ ?_ ?_ hH
    · rintro _ ⟨s, hs, rfl⟩
      constructor
      · ext i j
        simp only [pauliString, tensor, Matrix.conjTranspose_apply, Matrix.of_apply,
          star_prod, hp]
      · have h := string_flip s
        rw [hs.neg_one_pow, one_smul] at h
        calc yAll n * (pauliString s).map star
            = yAll n * (pauliString s).map star * yAll n * yAll n := by
              rw [mul_assoc _ (yAll n) (yAll n), yAll_sq, mul_one]
          _ = pauliString s * yAll n := by rw [h]
    · have h0 : (0 : Op n).map star = 0 := by ext i j; simp
      exact ⟨Matrix.conjTranspose_zero, by rw [h0, mul_zero, zero_mul]⟩
    · intro A B _ _ hA hB
      have h0 : (A + B).map star = A.map star + B.map star := by ext i j; simp
      exact ⟨by rw [Matrix.conjTranspose_add, hA.1, hB.1],
        by rw [h0, mul_add, add_mul, hA.2, hB.2]⟩
    · intro r A _ hA
      have h0 : (r • A).map star = r • A.map star := by ext i j; simp
      exact ⟨by rw [Matrix.conjTranspose_smul, hA.1, star_trivial],
        by rw [h0, mul_smul_comm, smul_mul_assoc, hA.2]⟩
  refine ⟨key.1, fun v => ?_⟩
  unfold timeReversal
  rw [conj_mulVec, Matrix.mulVec_mulVec, key.2, Matrix.mulVec_mulVec]
```

In the main theorem `μ` is allowed to be complex, and `hreal` shows that it is real. The antilinearity of $\Theta$ is `hT`, and `hw` places $\Theta v$ in the eigenspace. The two vectors become `x` and `y`; `li` excludes proportionality through $|a|^2+1=0$, and their independence bounds the dimension from below.

```lean
/-- Kramers degeneracy on qubits: for an odd number of qubits, every eigenspace of a real
combination of even-weight Pauli strings has dimension at least two. -/
theorem kramers_degeneracy (hn : Odd n) {H : Op n} (hH : H ∈ evenHamiltonians n) {μ : ℂ}
    (hμ : Module.End.HasEigenvalue (toLin' H) μ) :
    2 ≤ Module.finrank ℂ (Module.End.eigenspace (toLin' H) μ) := by
  obtain ⟨hherm, hcomm⟩ := even_symmetry hH
  obtain ⟨v, hv⟩ := hμ.exists_hasEigenvector
  have hv0 : v ≠ 0 := hv.2
  have hHv : H *ᵥ v = μ • v := by
    rw [← Matrix.toLin'_apply]
    exact hv.apply_eq_smul
  -- the eigenvalue is real
  have hreal : star μ = μ := by
    have h1 : star v ⬝ᵥ (H *ᵥ v) = star (H *ᵥ v) ⬝ᵥ v := by
      rw [Matrix.star_mulVec, hherm.eq, Matrix.dotProduct_mulVec]
    rw [hHv, star_smul, dotProduct_smul, smul_dotProduct, smul_eq_mul, smul_eq_mul] at h1
    exact (mul_right_cancel₀ (mt dotProduct_star_self_eq_zero.mp hv0) h1).symm
  have hT : ∀ a : ℂ, timeReversal (a • v) = star a • timeReversal v := by
    intro a
    unfold timeReversal
    rw [star_smul, Matrix.mulVec_smul]
  -- the time-reversed state belongs to the same eigenvalue
  have hw : H *ᵥ timeReversal v = μ • timeReversal v := by
    rw [← hcomm, hHv, hT, hreal]
  let x : Module.End.eigenspace (toLin' H) μ := ⟨v, hv.1⟩
  let y : Module.End.eigenspace (toLin' H) μ :=
    ⟨timeReversal v, Module.End.mem_eigenspace_iff.mpr (by rw [Matrix.toLin'_apply]; exact hw)⟩
  have hx : x ≠ 0 := fun h => hv0 (congrArg Subtype.val h)
  have li : LinearIndependent ℂ ![x, y] := by
    refine (LinearIndependent.pair_iff' hx).mpr fun a ha => ?_
    have ha' : a • v = timeReversal v := congrArg Subtype.val ha
    -- proportionality would force |a|² = -1
    have h2 := timeReversal_sq v
    rw [← ha', hT, ← ha', hn.neg_one_pow, smul_smul] at h2
    have h3 : (star a * a + 1) • v = 0 := by
      rw [add_smul, h2, ← add_smul]
      simp
    have h4 := congrArg Complex.re ((smul_eq_zero.mp h3).resolve_right hv0)
    simp [Complex.mul_re] at h4
    nlinarith [mul_self_nonneg a.re, mul_self_nonneg a.im]
  simpa using li.fintype_card_le_finrank
```

## The XYZ exchange model

The sum runs over pairs $j<k$, so only those entries of the couplings matter. They multiply Pauli matrices; with spin operators $S=\sigma/2$ (in units of $\hbar$), a coupling is four times as large.

```lean
/-- The string with the factor `a` on qubits `j` and `k` and the identity elsewhere. -/
def pairString (a : Pauli) (j k : Fin n) : Fin n → Pauli :=
  fun l => if l = j ∨ l = k then a else .I

/-- The XYZ exchange Hamiltonian with arbitrary real couplings between all pairs of qubits. -/
def xyzHamiltonian (Jx Jy Jz : Fin n → Fin n → ℝ) : Op n :=
  ∑ j, ∑ k ∈ Finset.Ioi j, (Jx j k • pauliString (pairString .X j k) +
    Jy j k • pauliString (pairString .Y j k) + Jz j k • pauliString (pairString .Z j k))
```

Each exchange term differs from the identity exactly on the two qubits $j$ and $k$. It has weight two, so the sum is admissible whatever the real couplings.

```lean
/-- Every eigenspace of an XYZ exchange Hamiltonian on an odd number of qubits has
dimension at least two. -/
theorem xyz_degeneracy (hn : Odd n) (Jx Jy Jz : Fin n → Fin n → ℝ) {μ : ℂ}
    (hμ : Module.End.HasEigenvalue (toLin' (xyzHamiltonian Jx Jy Jz)) μ) :
    2 ≤ Module.finrank ℂ (Module.End.eigenspace (toLin' (xyzHamiltonian Jx Jy Jz)) μ) := by
  -- each exchange term has weight two
  have h : ∀ (a : Pauli) (j k : Fin n) (r : ℝ), a ≠ .I → j ≠ k →
      r • pauliString (pairString a j k) ∈ evenHamiltonians n := by
    intro a j k r ha hjk
    have hf : (Finset.univ.filter fun l => pairString a j k l ≠ .I) = {j, k} := by
      ext l
      rw [Finset.mem_filter, Finset.mem_insert, Finset.mem_singleton]
      by_cases hl : l = j ∨ l = k
      · have e : pairString a j k l = a := if_pos hl
        exact iff_of_true ⟨Finset.mem_univ l, by rw [e]; exact ha⟩ hl
      · have e : pairString a j k l = .I := if_neg hl
        exact iff_of_false (fun h => h.2 e) hl
    refine Submodule.smul_mem _ r (Submodule.subset_span ⟨_, ?_, rfl⟩)
    rw [weight, hf, Finset.card_pair hjk]
    exact even_two
  refine kramers_degeneracy hn ?_ hμ
  refine Submodule.sum_mem _ fun j _ => Submodule.sum_mem _ fun k hk => ?_
  have hjk : j ≠ k := (Finset.mem_Ioi.mp hk).ne
  exact Submodule.add_mem _ (Submodule.add_mem _ (h _ j k _ (by decide) hjk)
    (h _ j k _ (by decide) hjk)) (h _ j k _ (by decide) hjk)

end

end KramersQubits
```
```lean
#print axioms KramersQubits.kramers_degeneracy
#print axioms KramersQubits.xyz_degeneracy
```

```
'KramersQubits.kramers_degeneracy' depends on axioms: [propext, Classical.choice, Quot.sound]
'KramersQubits.xyz_degeneracy' depends on axioms: [propext, Classical.choice, Quot.sound]
```
